# A Hirsch–Fye field change on the impurity updates the impurity Green's function without bath data

An interacting impurity is coupled to a bath of non-interacting orbitals. In determinant quantum Monte Carlo, the interaction is replaced by an auxiliary field that acts on the impurity at each imaginary-time slice, and a Monte Carlo move changes this field. The bath may have many more orbitals than the impurity, and every electron path can pass through it. Does an update of the impurity Green's function then need the bath entries?

It does not, provided that the field changes only on the impurity and the fermion matrix is invertible before and after the move. For one spin species, let the indices run over orbitals and time slices together. T is a complex matrix that carries hopping and propagation between slices, V is the diagonal field, and

M = 1 − T e^V,  G = M⁻¹.

Primes denote the same quantities after the move, and W = V′ − V. Then

G′ = G + (G − 1)(e^W − 1) G′.

Let s be the set of impurity indices, g and g′ the s-blocks of G and G′, and w the restriction of W to s. If W vanishes off s,

g′ = g + (g − 1)(e^w − 1) g′.

## Acceptance ratios and updates in a code

A Hirsch–Fye code stores g, whose size is set by the impurity orbitals and time slices. To propose a change at one index i, it needs the determinant ratio

R = det M′ / det M = 1 + (1 − G_ii)(e^{W_i} − 1),

which takes one diagonal entry. With two spin species, the ratios of both enter the weight. After acceptance, a rank-one formula updates g in about |s|² operations. The block equation can also rebuild g from a stored reference Green's function, which removes accumulated rounding error. All this concerns a finite, already discretised path integral.

## From the fermion matrix to the impurity block

Since MG = 1, we have M(G − 1) = 1 − M = T e^V. Diagonal exponentials multiply entry by entry, so

M′ = 1 − T e^V e^W
 = M − T e^V (e^W − 1)
 = M U,  U = 1 − (G − 1)(e^W − 1).

Multiplying by G on the left gives GM′ = U. Multiplying by G′ on the right gives G = UG′, which is the Dyson equation for G′.

For a and b in s, its entries read

G′_ab = G_ab + Σ_i (G − 1)_ai (e^{W_i} − 1) G′_ib.

Every term with i outside s is zero, so the sum contains impurity entries only. This is the equation for g′, or ug′ = g with u = 1 − (g − 1)(e^w − 1).

To solve it we need u to be invertible. Let i run over s and a, b over all indices, and set

P_ai = (G − 1)_ai (e^{W_i} − 1),  Q_ib = δ_ib.

Then PQ = (G − 1)(e^W − 1) and QP = (g − 1)(e^w − 1). The identity det(1 − PQ) = det(1 − QP) gives

det M′ = det M · det U = det M · det u.

As det M′ ≠ 0, also det u ≠ 0, and g′ = u⁻¹g.

If only index i changes, the determinant formula applied to the one-element set {i} gives det M′ = R det M, with R as above. The Dyson equation becomes

G′_ab = G_ab + (G − 1)_ai (e^{W_i} − 1) G′_ib.

Setting a = i gives R G′_ib = G_ib. Multiplying the equation for general a by R and inserting this result,

R (G′_ab − G_ab) = (G − 1)_ai (e^{W_i} − 1) G_ib.

For i, a and b in s, every entry here belongs to g or g′.

## A bath field change that breaks the block equation

Take one time slice with an impurity orbital 1 and a bath orbital 2, so s = {1}. Let T = −A, where A has rows (2, 1) and (1, 1). This A is positive definite, so it is e^{−ΔτK} for a Hermitian K, and the minus sign is the antiperiodic boundary condition of fermions. For V_1 = 0,

G_11 = (1 + e^{V_2}) / (3 + 2e^{V_2}).

Let V = (0, 0) and V′ = (0, ln 2). Both fermion matrices are invertible, with G_11 = 2/5 and G′_11 = 3/7. The field at index 1 has not changed, so the block equation would demand g′ = g, which is false. The condition that V′ = V off s therefore cannot simply be dropped.

## The Lean file

```lean
import Mathlib

open Matrix

namespace HirschFye

noncomputable section

variable {n : Type*} [Fintype n] [DecidableEq n]

/-- The diagonal matrix `e^V` with entries `e^{V i}`. -/
def expV {m : Type*} [DecidableEq m] (V : m → ℂ) : Matrix m m ℂ :=
  diagonal fun i => Complex.exp (V i)

/-- The fermion matrix `1 - T e^V` for the auxiliary field `V`. -/
def fermionMatrix (T : Matrix n n ℂ) (V : n → ℂ) : Matrix n n ℂ := 1 - T * expV V

/-- The Green's function `G = (1 - T e^V)⁻¹`, meant for an invertible fermion matrix. -/
def green (T : Matrix n n ℂ) (V : n → ℂ) : Matrix n n ℂ := (fermionMatrix T V)⁻¹

/-- The block of a matrix whose two indices lie in the impurity set `s`. -/
def impBlock (s : Finset n) (A : Matrix n n ℂ) : Matrix s s ℂ :=
  A.submatrix Subtype.val Subtype.val

/-- The update matrix `1 - (G - 1)(e^W - 1)` for a field change `W`. -/
def updateMatrix {m : Type*} [Fintype m] [DecidableEq m]
    (G : Matrix m m ℂ) (W : m → ℂ) : Matrix m m ℂ :=
  1 - (G - 1) * (expV W - 1)

/-- Changing the field from `V` to `V'` multiplies `e^V` by `e^{V' - V}`. -/
theorem expV_mul (V V' : n → ℂ) : expV V * expV (V' - V) = expV V' := by
  simp only [expV, diagonal_mul_diagonal, ← Complex.exp_add, Pi.sub_apply, add_sub_cancel]

/-- The matrix `e^W - 1` is diagonal with entries `e^{W i} - 1`. -/
theorem expV_sub_one {m : Type*} [DecidableEq m] (W : m → ℂ) :
    expV W - 1 = diagonal fun i => Complex.exp (W i) - 1 := by
  ext i j
  by_cases h : i = j
  · subst h
    simp [expV]
  · simp [expV, h]

/-- The new fermion matrix is the old one times the update matrix. -/
theorem fermionMatrix_update (T : Matrix n n ℂ) (V V' : n → ℂ)
    (h : IsUnit (fermionMatrix T V).det) :
    fermionMatrix T V' = fermionMatrix T V * updateMatrix (green T V) (V' - V) := by
  have hMG : fermionMatrix T V * (green T V - 1) = T * expV V := by
    rw [mul_sub, mul_one, green, mul_nonsing_inv _ h, fermionMatrix]
    abel
  calc fermionMatrix T V' = 1 - T * (expV V * expV (V' - V)) := by
        rw [expV_mul, fermionMatrix]
    _ = fermionMatrix T V - T * expV V * (expV (V' - V) - 1) := by
        rw [fermionMatrix]
        noncomm_ring
    _ = fermionMatrix T V * updateMatrix (green T V) (V' - V) := by
        rw [← hMG, updateMatrix]
        noncomm_ring

/-- The Hirsch-Fye Dyson equation `G' = G + (G - 1)(e^{V' - V} - 1) G'`. -/
theorem dyson (T : Matrix n n ℂ) (V V' : n → ℂ)
    (h : IsUnit (fermionMatrix T V).det) (h' : IsUnit (fermionMatrix T V').det) :
    green T V' = green T V + (green T V - 1) * (expV (V' - V) - 1) * green T V' := by
  have h1 : green T V * fermionMatrix T V = 1 := nonsing_inv_mul _ h
  have h2 : fermionMatrix T V' * green T V' = 1 := mul_nonsing_inv _ h'
  have hU : green T V * fermionMatrix T V' = updateMatrix (green T V) (V' - V) := by
    rw [fermionMatrix_update T V V' h, ← mul_assoc, h1, one_mul]
  have H : updateMatrix (green T V) (V' - V) * green T V' = green T V := by
    rw [← hU, mul_assoc, h2, mul_one]
  unfold updateMatrix at H
  linear_combination (norm := noncomm_ring) H

omit [Fintype n] in
/-- The impurity block of `A - 1` is the impurity block of `A` minus the identity. -/
theorem impBlock_sub_one (s : Finset n) (A : Matrix n n ℂ) :
    impBlock s (A - 1) = impBlock s A - 1 := by
  ext a b
  by_cases hab : a = b
  · subst hab
    simp only [impBlock, submatrix_apply, Matrix.sub_apply, Matrix.one_apply_eq]
  · have hne : a.1 ≠ b.1 := fun e => hab (Subtype.ext e)
    simp only [impBlock, submatrix_apply, Matrix.sub_apply, Matrix.one_apply_ne hab,
      Matrix.one_apply_ne hne]

/-- If the field changes only on the impurity set `s`, the Dyson equation closes on the
impurity blocks of the two Green's functions. -/
theorem impurity_dyson (T : Matrix n n ℂ) (V V' : n → ℂ) (s : Finset n)
    (h : IsUnit (fermionMatrix T V).det) (h' : IsUnit (fermionMatrix T V').det)
    (hV : ∀ i, i ∉ s → V' i = V i) :
    impBlock s (green T V') = impBlock s (green T V) +
      (impBlock s (green T V) - 1) * (expV (fun i : s => V' i - V i) - 1) *
        impBlock s (green T V') := by
  have hblock : impBlock s ((green T V - 1) * (expV (V' - V) - 1) * green T V') =
      (impBlock s (green T V) - 1) * (expV (fun i : s => V' i - V i) - 1) *
        impBlock s (green T V') := by
    rw [← impBlock_sub_one, expV_sub_one, expV_sub_one]
    ext a b
    rw [Matrix.mul_apply]
    simp only [impBlock, submatrix_apply, mul_diagonal]
    rw [Matrix.mul_apply]
    simp only [mul_diagonal, Pi.sub_apply]
    -- the bath terms of the internal sum vanish
    refine Eq.trans ?_ (Finset.sum_coe_sort s (fun i => (green T V - 1) a i *
      (Complex.exp (V' i - V i) - 1) * green T V' i b)).symm
    exact (Finset.sum_subset (Finset.subset_univ s)
      (fun i _ hi => by simp [hV i hi])).symm
  exact (congrArg (impBlock s) (dyson T V V' h h')).trans
    (congrArg (fun X => impBlock s (green T V) + X) hblock)

/-- For a field change on `s`, the new fermion determinant is the old one times the
determinant of the update matrix of the impurity block. -/
theorem det_impurity (T : Matrix n n ℂ) (V V' : n → ℂ) (s : Finset n)
    (h : IsUnit (fermionMatrix T V).det) (hV : ∀ i, i ∉ s → V' i = V i) :
    (fermionMatrix T V').det = (fermionMatrix T V).det *
      (updateMatrix (impBlock s (green T V)) (fun i : s => V' i - V i)).det := by
  -- factor the update through the impurity space
  let P : Matrix n s ℂ := fun a i => (green T V - 1) a i * (Complex.exp (V' i - V i) - 1)
  let Q : Matrix s n ℂ := fun i b => (1 : Matrix n n ℂ) i b
  have hPQ : (green T V - 1) * (expV (V' - V) - 1) = P * Q := by
    ext a b
    rw [expV_sub_one, mul_diagonal, Matrix.mul_apply]
    refine Eq.trans ?_ (Finset.sum_coe_sort s (fun i => (green T V - 1) a i *
      (Complex.exp (V' i - V i) - 1) * (1 : Matrix n n ℂ) i b)).symm
    symm
    by_cases hb : b ∈ s
    · refine (Finset.sum_eq_single_of_mem b hb fun i _ hi => ?_).trans ?_
      · simp [Matrix.one_apply_ne hi]
      · simp
    · have hW : (V' - V) b = 0 := by simp [hV b hb]
      rw [hW, Complex.exp_zero, sub_self, mul_zero]
      refine Finset.sum_eq_zero fun i hi => ?_
      have hne : i ≠ b := fun e => hb (e ▸ hi)
      simp [Matrix.one_apply_ne hne]
  have hQP : Q * P = (impBlock s (green T V) - 1) *
      (expV (fun i : s => V' i - V i) - 1) := by
    ext a b
    rw [expV_sub_one, mul_diagonal, ← impBlock_sub_one, Matrix.mul_apply]
    refine (Finset.sum_eq_single a.1 (fun j _ hj => ?_)
      (fun e => absurd (Finset.mem_univ _) e)).trans ?_
    · show (1 : Matrix n n ℂ) a.1 j * _ = 0
      rw [Matrix.one_apply_ne hj.symm, zero_mul]
    · show (1 : Matrix n n ℂ) a.1 a.1 *
        ((green T V - 1) a.1 b.1 * (Complex.exp (V' b - V b) - 1)) = _
      simp only [Matrix.one_apply_eq, one_mul, impBlock, submatrix_apply]
  rw [fermionMatrix_update T V V' h, det_mul]
  unfold updateMatrix
  rw [hPQ, det_one_sub_mul_comm, hQP]

/-- If the field changes only on `s` and both fermion matrices are invertible, the impurity update
matrix is invertible, and its inverse applied to the old impurity Green's function gives the new
one. -/
theorem impurity_solve (T : Matrix n n ℂ) (V V' : n → ℂ) (s : Finset n)
    (h : IsUnit (fermionMatrix T V).det) (h' : IsUnit (fermionMatrix T V').det)
    (hV : ∀ i, i ∉ s → V' i = V i) :
    IsUnit (updateMatrix (impBlock s (green T V)) (fun i : s => V' i - V i)).det ∧
    impBlock s (green T V') =
      (updateMatrix (impBlock s (green T V)) (fun i : s => V' i - V i))⁻¹ *
        impBlock s (green T V) := by
  have hU : IsUnit
      (updateMatrix (impBlock s (green T V)) (fun i : s => V' i - V i)).det := by
    have h2 := h'
    rw [det_impurity T V V' s h hV] at h2
    exact isUnit_of_mul_isUnit_right h2
  have hg : updateMatrix (impBlock s (green T V)) (fun i : s => V' i - V i) *
      impBlock s (green T V') = impBlock s (green T V) := by
    have H := impurity_dyson T V V' s h h' hV
    unfold updateMatrix
    linear_combination (norm := noncomm_ring) H
  refine ⟨hU, ?_⟩
  have H := congrArg (fun X =>
    (updateMatrix (impBlock s (green T V)) (fun i : s => V' i - V i))⁻¹ * X) hg
  simp only [← mul_assoc, nonsing_inv_mul _ hU, one_mul] at H
  exact H

/-- Changing the field at one index `i` multiplies the fermion determinant by
`1 + (1 - G i i)(e^{V' i - V i} - 1)`. -/
theorem det_single_flip (T : Matrix n n ℂ) (V V' : n → ℂ) (i : n)
    (h : IsUnit (fermionMatrix T V).det) (hV : ∀ j, j ≠ i → V' j = V j) :
    (fermionMatrix T V').det = (fermionMatrix T V).det *
      (1 + (1 - green T V i i) * (Complex.exp (V' i - V i) - 1)) := by
  have hs : Subsingleton ({i} : Finset n) := ⟨fun a b => Subtype.ext
    ((Finset.mem_singleton.1 a.2).trans (Finset.mem_singleton.1 b.2).symm)⟩
  rw [det_impurity T V V' {i} h (fun j hj => hV j (by simpa using hj)),
    det_eq_elem_of_subsingleton _ (⟨i, Finset.mem_singleton_self i⟩ : ({i} : Finset n))]
  simp only [updateMatrix, expV_sub_one, Matrix.sub_apply, mul_diagonal,
    Matrix.one_apply_eq, impBlock, submatrix_apply]
  ring

/-- The rank-one update of every entry of the Green's function after a field change at one
index `i`, multiplied through by the determinant ratio. -/
theorem green_single_flip (T : Matrix n n ℂ) (V V' : n → ℂ) (i a b : n)
    (h : IsUnit (fermionMatrix T V).det) (h' : IsUnit (fermionMatrix T V').det)
    (hV : ∀ j, j ≠ i → V' j = V j) :
    (1 + (1 - green T V i i) * (Complex.exp (V' i - V i) - 1)) *
        (green T V' a b - green T V a b) =
      (green T V - 1) a i * (Complex.exp (V' i - V i) - 1) * green T V i b := by
  -- only the changed index survives in the Dyson equation
  have key : ∀ c, green T V' c b = green T V c b +
      (green T V - 1) c i * (Complex.exp (V' i - V i) - 1) * green T V' i b := by
    intro c
    have hs : ((green T V - 1) * (expV (V' - V) - 1) * green T V') c b =
        (green T V - 1) c i * (Complex.exp (V' i - V i) - 1) * green T V' i b := by
      rw [expV_sub_one, Matrix.mul_apply]
      refine (Finset.sum_eq_single i (fun j _ hj => ?_)
        (fun e => absurd (Finset.mem_univ i) e)).trans ?_
      · simp [mul_diagonal, hV j hj]
      · simp only [mul_diagonal, Pi.sub_apply]
    exact (congrFun (congrFun (dyson T V V' h h') c) b).trans
      (congrArg (fun x => green T V c b + x) hs)
  have hi := key i
  rw [Matrix.sub_apply, Matrix.one_apply_eq] at hi
  linear_combination (1 + (1 - green T V i i) * (Complex.exp (V' i - V i) - 1)) * key a +
    (green T V - 1) a i * (Complex.exp (V' i - V i) - 1) * hi

end

end HirschFye
```

```lean
#print axioms HirschFye.impurity_solve
-- 'HirschFye.impurity_solve' depends on axioms: [propext, Classical.choice, Quot.sound]
#print axioms HirschFye.det_single_flip
-- 'HirschFye.det_single_flip' depends on axioms: [propext, Classical.choice, Quot.sound]
#print axioms HirschFye.green_single_flip
-- 'HirschFye.green_single_flip' depends on axioms: [propext, Classical.choice, Quot.sound]
```

## How the statements map to the simulation

The finite type `n` holds the combined orbital and time indices, and `V : n → ℂ` is the field. `fermionMatrix T V` is M, `green T V` is G, and `impBlock s` cuts out the s-block. `updateMatrix` is U or u, depending on its arguments. The hypothesis `hV` says that the field is unchanged off `s`, or away from `i` in the single-index theorems.

The hypotheses `h` and `h'` say that the old and new determinants are nonzero. Physically, both configurations have nonzero fermion weight for this species. `det_impurity` and `det_single_flip` need only `h`, so they also cover a proposed configuration of zero weight.

## How the proof runs, and its limits

`expV_mul` and `expV_sub_one` handle the diagonal exponentials. `fermionMatrix_update` proves M′ = MU, and `dyson` multiplies by the two inverses; `noncomm_ring` does the algebra without commuting matrices. In `impurity_dyson`, `Finset.sum_subset` removes the bath terms, while `impBlock_sub_one` matches the identity matrices. `impurity_solve` inverts u. `det_single_flip` specialises the determinant to a one-element set, and `green_single_flip` combines the Dyson equations for rows a and i.

The main tool in `det_impurity` is Mathlib's `det_one_sub_mul_comm`. It accepts rectangular factors, here `P : Matrix n s ℂ` and `Q : Matrix s n ℂ`, so the two determinants may have different sizes. The determinant identity, with `h` and `h'`, shows that u is invertible even when g is singular. A direct argument would also work: if a row vector x satisfies xu = 0, then ug′ = g gives xg = 0, and since u = e^w − g(e^w − 1), it follows that xe^w = 0 and x = 0.

The theorems hold in exact complex arithmetic for any square T and diagonal fields. They do not address the time-step error, the decoupling of the interaction, the sign of the weights or the growth of rounding errors when R is small.
